# Two non-interacting fermions in the (1,1,1) and (2,1,1) modes of a cubic box lose energy to first order as the box lengthens along the first axis at fixed volume

Two non-interacting fermions of electron mass occupy the modes (1,1,1) and (2,1,1) of a hard-walled cube of side `L`, which is stretched to sides `L s²`, `L/s`, `L/s`, so that its volume stays the same. The declaration `elongation_slope` says that their total energy, in atomic units, has derivative −6π²/L² with respect to `s` at `s = 1`; the physical reading needs `L` nonzero. The attempt first rewrites the energy as π²/(2L²) times 5/s⁴ + 4s². It then shows that this last sum has derivative −12 at `s = 1`, and multiplies by the constant in front.

Lean 4 with Mathlib refuses this proof:

```lean
import Mathlib

open Real

namespace ElongationSlope

noncomputable section

/-- Energy, in atomic units, of one particle of electron mass in a hard-walled box with nonzero
sides `a, b, c` and quantum numbers `n`. -/
def level (a b c : ℝ) (n : ℕ × ℕ × ℕ) : ℝ :=
  π ^ 2 / 2 * ((n.1 : ℝ) ^ 2 / a ^ 2 + (n.2.1 : ℝ) ^ 2 / b ^ 2 + (n.2.2 : ℝ) ^ 2 / c ^ 2)

/-- Energy of two fermions in the modes (1,1,1) and (2,1,1) of a box with nonzero sides. -/
def openShell (a b c : ℝ) : ℝ := level a b c (1, 1, 1) + level a b c (2, 1, 1)

/-- The open-shell energy as an explicit function of the sides. -/
theorem openShell_eq (a b c : ℝ) :
    openShell a b c = π ^ 2 / 2 * (5 / a ^ 2 + 2 / b ^ 2 + 2 / c ^ 2) := by
  simp only [openShell, level, Nat.cast_one, Nat.cast_ofNat]
  ring

/-- Under the stretch of a cube of side `L ≠ 0` to sides `L s², L/s, L/s`, the open-shell energy
has derivative `-6π²/L²` at `s = 1`. -/
theorem elongation_slope (L : ℝ) :
    HasDerivAt (fun s : ℝ => openShell (L * s ^ 2) (L / s) (L / s)) (-(6 * π ^ 2 / L ^ 2)) 1 := by
  have hf : (fun s : ℝ => openShell (L * s ^ 2) (L / s) (L / s)) =
      fun s : ℝ => π ^ 2 / 2 / L ^ 2 * (5 / s ^ 4 + 4 * s ^ 2) := by
    funext s
    rw [openShell_eq]
    ring
  have h : HasDerivAt (fun s : ℝ => 5 / s ^ 4 + 4 * s ^ 2) (-12) 1 :=
    (((hasDerivAt_const (1 : ℝ) (5 : ℝ)).fun_div (hasDerivAt_pow 4 (1 : ℝ))
      (by norm_num)).fun_add ((hasDerivAt_pow 2 (1 : ℝ)).const_mul 4)).congr_deriv (by norm_num)
  rw [hf]
  exact (h.const_mul (π ^ 2 / 2 / L ^ 2)).congr_deriv (by ring)

end

end ElongationSlope
```

Messages:

```
Try this:
  [apply] ring_nf
  
  The `ring` tactic failed to close the goal. Use `ring_nf` to obtain a normal form.
    
  Note that `ring` works primarily in *commutative* rings. If you have a noncommutative ring, abelian group or module, consider using `noncomm_ring`, `abel` or `module` instead.
Main.lean:28:66: error: unsolved goals
L s : ℝ
⊢ π ^ 2 * L⁻¹ ^ 2 * s⁻¹ ^ 4 * (5 / 2) + π ^ 2 * L⁻¹ ^ 2 * s⁻¹⁻¹ ^ 2 * 2 =
    π ^ 2 * s ^ 2 * L⁻¹ ^ 2 * 2 + π ^ 2 * L⁻¹ ^ 2 * s⁻¹ ^ 4 * (5 / 2)
```

Cause. The error is in the proof of `hf`, the rewriting of the energy as an explicit function of `s`. The first message says that `ring` could not close the goal and suggests `ring_nf`, which only normalises; the second shows what was left. The two sides there agree, up to the order of terms and factors, except that the left has `s⁻¹⁻¹ ^ 2` where the right has `s ^ 2`. The double inverse comes from dividing by `(L / s) ^ 2`, and `ring` did not reduce it to `s`, so the terms did not match.

The equation itself is true, even at `s = 0`, since Lean sets `0⁻¹ = 0`, and no further hypothesis is needed. The added `simp only` line turns divisions into products with inverses and spreads powers and inverses over the factors. `inv_pow` then turns the inverse of `s⁻¹ ^ 2` into a double inverse of `s ^ 2`, which `inv_inv` removes. What remains is within reach of `ring`.

After these edits no error is left:

```diff
@@ -29,4 +29,5 @@
     funext s
     rw [openShell_eq]
+    simp only [div_eq_mul_inv, mul_pow, mul_inv, inv_pow, inv_inv]
     ring
   have h : HasDerivAt (fun s : ℝ => 5 / s ^ 4 + 4 * s ^ 2) (-12) 1 :=
```
